# An approximate Hessian has the exact saddle index when all its eigenvalues exceed the error bound in size

Suppose a calculation in two coordinates gives the approximate Hessian $H=\mathrm{diag}(-2,3)$ at a stationary point of the exact energy surface. It looks like a first-order saddle, but the exact Hessian is $H+D$ with an unknown symmetric error $D$. All that is known is $|x\cdot Dx|\le x\cdot x$ for every displacement $x$. Along the first axis the exact curvature is then at most $-2+1=-1$, and along the second it is at least $3-1=2$. A symmetric $2\times2$ matrix whose quadratic form takes both signs has one negative and one positive eigenvalue. The point is therefore a first-order saddle of the exact surface, even if the error has rotated the eigenvectors.

The same comparison works for any finite number of coordinates. If $|x\cdot Dx|\le d\,x\cdot x$ for all $x$, and every eigenvalue of $H$ is larger than $d$ in absolute value, then $H+D$ is invertible and has as many negative eigenvalues as $H$. In a transition-state search this certifies the number of unstable directions from an approximate Hessian, provided that the coordinate set is finite and an error bound is available.

## Normal modes and the index

The coordinates are labelled by a finite set `n`, and $N$ denotes their number, `Fintype.card n`. Hessians are real matrices indexed by this set.

In Lean 4 with Mathlib:

```lean
import Mathlib

open Matrix

namespace HessianIndexCertificate

noncomputable section

variable {n : Type*} [Fintype n] [DecidableEq n] {H D : Matrix n n ℝ}
```

Let $\mu_i$ be the eigenvalues of $H$ and $v_i$ its orthonormal eigenvectors. Put the eigenvectors into the rows of a matrix, $V_{ij}=(v_i)_j$, so that the amplitude of mode $i$ in a displacement $x$ is $q_i=(Vx)_i=v_i\cdot x$. Many textbooks use columns instead. "Normal mode" here means an eigenvector of whatever symmetric matrix is supplied, mass-weighted or not.

```lean
/-- The matrix whose rows are orthonormal eigenvectors (normal modes) of a symmetric Hessian. -/
def modes (hH : H.IsHermitian) : Matrix n n ℝ :=
  Matrix.of fun i j => (hH.eigenvectorBasis i).ofLp j
```

The unstable modes are those with $\mu_i<0$.

```lean
/-- The set of modes with negative curvature. -/
def negModes (hH : H.IsHermitian) : Finset n :=
  Finset.univ.filter fun i => hH.eigenvalues i < 0
```

Their number is the index: 0 at a nondegenerate minimum, 1 at a nondegenerate first-order saddle. Each label $i$ counts once, so a degenerate eigenvalue enters with its multiplicity.

```lean
/-- The index of a symmetric Hessian: its number of negative eigenvalues, counted with
multiplicity. -/
def negIndex (hH : H.IsHermitian) : ℕ := (negModes hH).card
```

In these definitions `hH : H.IsHermitian` is the proof that $H$ is symmetric, and it gives access to the eigenvalues.

## Curvature in mode amplitudes

Orthonormality says $v_i\cdot v_j=\delta_{ij}$, that is, $VV^{T}=1$. For a square matrix this also gives $V^{T}V=1$.

```lean
/-- The normal modes of a symmetric Hessian form an orthogonal matrix. -/
theorem modes_orthogonal (hH : H.IsHermitian) : (modes hH)ᵀ * modes hH = 1 := by
  apply mul_eq_one_comm.mp
  ext i j
  have h := orthonormal_iff_ite.mp hH.eigenvectorBasis.orthonormal i j
  rw [PiLp.inner_apply] at h
  rw [Matrix.one_apply, ← h, Matrix.mul_apply]
  refine Finset.sum_congr rfl fun k _ => ?_
  simp [modes, mul_comm]
```

The eigenvalue equations $Hv_j=\mu_jv_j$ together read $HV^{T}=V^{T}\mathrm{diag}(\mu)$. Multiplying by $V$ from the right gives $H=V^{T}\mathrm{diag}(\mu)V$, and hence
$$x\cdot Hx=\sum_i\mu_i q_i^2 .$$
The comments in the code call this quadratic form the curvature; the curvature along a unit vector is its value at $x\cdot x=1$.

```lean
/-- The curvature form of a symmetric Hessian is the sum of its eigenvalues weighted by the
squared mode amplitudes of the displacement. -/
theorem curvature_eq_sum (hH : H.IsHermitian) (x : n → ℝ) :
    x ⬝ᵥ H *ᵥ x = ∑ i, hH.eigenvalues i * (modes hH *ᵥ x) i ^ 2 := by
  have h3 : H * (modes hH)ᵀ = (modes hH)ᵀ * diagonal hH.eigenvalues := by
    ext i j
    have h := congrFun (hH.mulVec_eigenvectorBasis j) i
    rw [Matrix.mul_diagonal]
    calc _ = hH.eigenvalues j * modes hH j i := h
      _ = _ := mul_comm _ _
  have h4 : H = (modes hH)ᵀ * (diagonal hH.eigenvalues * modes hH) := by
    rw [← mul_assoc, ← h3, mul_assoc, modes_orthogonal, mul_one]
  calc x ⬝ᵥ H *ᵥ x
      = x ⬝ᵥ ((modes hH)ᵀ * (diagonal hH.eigenvalues * modes hH)) *ᵥ x :=
        congrArg (fun M => x ⬝ᵥ M *ᵥ x) h4
    _ = ∑ i, hH.eigenvalues i * (modes hH *ᵥ x) i ^ 2 := by
        rw [← Matrix.mulVec_mulVec, Matrix.dotProduct_mulVec, Matrix.vecMul_transpose,
          ← Matrix.mulVec_mulVec]
        simp only [dotProduct, Matrix.mulVec_diagonal]
        exact Finset.sum_congr rfl fun i _ => by ring
```

In the same way, $x\cdot x=x\cdot V^{T}Vx=\sum_i q_i^2$.

```lean
/-- The squared length of a displacement is the sum of its squared mode amplitudes. -/
theorem length_eq_sum (hH : H.IsHermitian) (x : n → ℝ) :
    x ⬝ᵥ x = ∑ i, (modes hH *ᵥ x) i ^ 2 := by
  calc x ⬝ᵥ x = x ⬝ᵥ ((modes hH)ᵀ * modes hH) *ᵥ x := by
        rw [modes_orthogonal, Matrix.one_mulVec]
    _ = ∑ i, (modes hH *ᵥ x) i ^ 2 := by
        rw [← Matrix.mulVec_mulVec, Matrix.dotProduct_mulVec, Matrix.vecMul_transpose]
        simp only [dotProduct, sq]
```

If all amplitudes vanish, then $x=V^{T}Vx=0$. A nonzero displacement thus contains at least one mode.

```lean
/-- A nonzero displacement has a nonzero amplitude on some normal mode. -/
theorem exists_amplitude_ne_zero (hH : H.IsHermitian) {x : n → ℝ} (hx : x ≠ 0) :
    ∃ i, (modes hH *ᵥ x) i ≠ 0 := by
  by_contra! h
  have h0 : modes hH *ᵥ x = 0 := funext h
  apply hx
  calc x = ((modes hH)ᵀ * modes hH) *ᵥ x := by rw [modes_orthogonal, Matrix.one_mulVec]
    _ = 0 := by rw [← Matrix.mulVec_mulVec, h0, Matrix.mulVec_zero]
```

Now let $\sigma$ be a real number, and suppose $\sigma\mu_i>d$ for every mode present in $x\neq0$. Then
$$\sigma\,x\cdot Hx-d\,x\cdot x=\sum_i(\sigma\mu_i-d)\,q_i^2>0,$$
because absent modes contribute zero and at least one present mode contributes a positive term. With $\sigma=-1$ this handles displacements made of unstable modes, and with $\sigma=1$ those made of stable ones.

```lean
/-- If `σ` times the eigenvalue exceeds `d` for every mode present in a nonzero displacement,
then `σ` times the curvature along that displacement exceeds `d` per squared length. -/
theorem lt_curvature (hH : H.IsHermitian) {d : ℝ} (σ : ℝ) {x : n → ℝ} (hx : x ≠ 0)
    (h : ∀ i, (modes hH *ᵥ x) i ≠ 0 → d < σ * hH.eigenvalues i) :
    d * (x ⬝ᵥ x) < σ * (x ⬝ᵥ H *ᵥ x) := by
  rw [curvature_eq_sum hH, length_eq_sum hH, Finset.mul_sum, Finset.mul_sum]
  obtain ⟨k, hk⟩ := exists_amplitude_ne_zero hH hx
  refine Finset.sum_lt_sum (fun i _ => ?_) ⟨k, Finset.mem_univ k, ?_⟩
  · by_cases hi : (modes hH *ᵥ x) i = 0
    · rw [hi]; simp
    · rw [← mul_assoc]
      exact mul_le_mul_of_nonneg_right (h i hi).le (sq_nonneg _)
  · rw [← mul_assoc]
    exact mul_lt_mul_of_pos_right (h k hk) (by positivity)
```

## A displacement that silences chosen modes

Take two sets of modes, $s$ from one matrix and $t$ from another. Requiring their amplitudes to vanish imposes $|s|+|t|$ homogeneous linear conditions on $N$ coordinates. If $|s|+|t|<N$, some nonzero $x$ satisfies them all.

```lean
omit [DecidableEq n] in
/-- Fewer linear conditions than coordinates leave a nonzero displacement: one can silence the
amplitudes `s` of `V` and `t` of `W` together if their number is below the dimension. -/
theorem exists_displacement (V W : Matrix n n ℝ) (s t : Finset n)
    (hst : s.card + t.card < Fintype.card n) :
    ∃ x : n → ℝ, x ≠ 0 ∧ (∀ i ∈ s, (V *ᵥ x) i = 0) ∧ ∀ j ∈ t, (W *ᵥ x) j = 0 := by
  by_contra hne
  let M : Matrix (s ⊕ t) n ℝ := Matrix.of (Sum.elim (fun i => V i) (fun j => W j))
  have hinj : Function.Injective M.mulVecLin :=
    (injective_iff_map_eq_zero M.mulVecLin).2 fun x hx => by
      by_contra h0
      exact hne ⟨x, h0, fun i hi => congrFun hx (Sum.inl ⟨i, hi⟩),
        fun j hj => congrFun hx (Sum.inr ⟨j, hj⟩)⟩
  have h := LinearMap.finrank_le_finrank_of_injective hinj
  simp only [Module.finrank_fintype_fun_eq_card, Fintype.card_sum, Fintype.card_coe] at h
  omega
```

The Mathlib device that carries the count is `LinearMap.finrank_le_finrank_of_injective`: an injective linear map cannot lead into a space of smaller dimension. The conditions are stacked as the rows of a matrix `M`, labelled by the disjoint sum `s ⊕ t`. A label says which set a row comes from, so rows need no renumbering, and they may coincide or be linearly dependent. If no suitable displacement existed, `M` would be injective and the theorem would give $N\le|s|+|t|$, which `omega` refutes.

## Comparing the two sets of modes

Write $A=H+D$, with eigenvalues $\alpha_j$ and orthonormal eigenvectors $w_j$. Let $k$ be the number of negative eigenvalues of $H$, $k'$ that of $A$, and $p$ the number of positive eigenvalues of $A$.

**No unstable mode is lost.** Suppose $k'<k$. Silence the $N-k$ modes of $H$ that are not negative and the $k'$ negative modes of $A$. These are fewer than $N$ conditions, so a nonzero $x$ remains. It contains only negative modes of $H$, for which $-\mu_i=|\mu_i|>d$, so $x\cdot Hx<-d\,x\cdot x$. It contains no negative mode of $A$, so $x\cdot Ax=\sum_j\alpha_j(w_j\cdot x)^2\ge0$. Subtraction gives $x\cdot Dx>d\,x\cdot x$, against the error bound. Hence $k\le k'$.

**No stable mode is lost.** Suppose $k+p<N$. Silence the $k$ negative modes of $H$ and the $p$ positive modes of $A$. The remaining nonzero $x$ has $x\cdot Hx>d\,x\cdot x$ and $x\cdot Ax\le0$, so $x\cdot Dx<-d\,x\cdot x$, again a contradiction. Hence $N-p\le k$.

**No zero eigenvalue appears.** The negative eigenvalues of $A$ are among its $N-p$ nonpositive ones, so
$$k'\le N-p\le k\le k'.$$
All these numbers are equal. Every nonpositive eigenvalue of $A$ is therefore negative, and $\det A=\prod_j\alpha_j\neq0$.

```lean
/-- Index certificate: if every eigenvalue of the symmetric Hessian `H` exceeds `d` in absolute
value and the symmetric error `D` has curvature at most `d` per squared length in absolute value,
then `H + D` is invertible and has as many negative eigenvalues as `H`. -/
theorem index_certificate (hH : H.IsHermitian) (hD : D.IsHermitian) {d : ℝ}
    (gap : ∀ i, d < |hH.eigenvalues i|)
    (bound : ∀ x : n → ℝ, |x ⬝ᵥ D *ᵥ x| ≤ d * (x ⬝ᵥ x)) :
    IsUnit (H + D) ∧ negIndex (hH.add hD) = negIndex hH := by
  have hA : (H + D).IsHermitian := hH.add hD
  have split : ∀ x : n → ℝ, x ⬝ᵥ (H + D) *ᵥ x = x ⬝ᵥ H *ᵥ x + x ⬝ᵥ D *ᵥ x := fun x => by
    rw [Matrix.add_mulVec, dotProduct_add]
  -- the error cannot remove a negative mode
  have h1 : (negModes hH).card ≤ (negModes hA).card := by
    by_contra hlt
    obtain ⟨x, hx, hs, ht⟩ := exists_displacement (modes hH) (modes hA) (negModes hH)ᶜ
      (negModes hA) (by have := Finset.card_add_card_compl (negModes hH); omega)
    have a := lt_curvature hH (d := d) (-1) hx fun i hi => by
      have hn : hH.eigenvalues i < 0 := by
        by_contra h
        exact hi (hs i (by simpa [negModes] using h))
      have := gap i
      rw [abs_of_neg hn] at this
      linarith
    have b : 0 ≤ x ⬝ᵥ (H + D) *ᵥ x := by
      rw [curvature_eq_sum hA]
      refine Finset.sum_nonneg fun j _ => ?_
      rcases lt_or_ge (hA.eigenvalues j) 0 with h | h
      · rw [ht j (by simpa [negModes] using h)]; simp
      · exact mul_nonneg h (sq_nonneg _)
    rw [split] at b
    have := (abs_le.mp (bound x)).2
    linarith
  -- nor can it turn a positive mode into a zero or negative one
  let P : Finset n := Finset.univ.filter fun j => 0 < hA.eigenvalues j
  have h2 : Fintype.card n ≤ (negModes hH).card + P.card := by
    by_contra hlt
    obtain ⟨x, hx, hs, ht⟩ := exists_displacement (modes hH) (modes hA) (negModes hH) P
      (by omega)
    have a := lt_curvature hH (d := d) 1 hx fun i hi => by
      have hn : 0 ≤ hH.eigenvalues i := by
        by_contra h
        exact hi (hs i (by simpa [negModes] using h))
      have := gap i
      rw [abs_of_nonneg hn] at this
      linarith
    have b : x ⬝ᵥ (H + D) *ᵥ x ≤ 0 := by
      rw [curvature_eq_sum hA]
      refine Finset.sum_nonpos fun j _ => ?_
      rcases lt_or_ge 0 (hA.eigenvalues j) with h | h
      · rw [ht j (by simpa [P] using h)]; simp
      · exact mul_nonpos_of_nonpos_of_nonneg h (sq_nonneg _)
    rw [split] at b
    have := (abs_le.mp (bound x)).1
    linarith
  -- the two counts leave no room for a zero eigenvalue
  have hP := Finset.card_add_card_compl P
  have hsub : negModes hA ⊆ Pᶜ := fun j hj => by
    have hj' : hA.eigenvalues j < 0 := by simpa [negModes] using hj
    simpa [P] using hj'.le
  have heq : negModes hA = Pᶜ := Finset.eq_of_subset_of_card_le hsub (by omega)
  constructor
  · rw [Matrix.isUnit_iff_isUnit_det, isUnit_iff_ne_zero, hA.det_eq_prod_eigenvalues]
    refine Finset.prod_ne_zero_iff.2 fun k _ hk => ?_
    have hk0 : hA.eigenvalues k = 0 := by simpa using hk
    have hmem : k ∈ negModes hA := by rw [heq]; simp [P, hk0]
    have hneg : hA.eigenvalues k < 0 := by simpa [negModes] using hmem
    linarith
  · change (negModes hA).card = (negModes hH).card
    have := congrArg Finset.card heq
    omega
```

In the statement, `gap` says $d<|\mu_i|$ for every $i$, and `bound` says $|x\cdot Dx|\le d\,x\cdot x$ for every real vector $x$. The number $d$ is thus an upper bound on the size of the error in curvature along any unit vector. The conclusion `IsUnit (H + D)` is invertibility, and the equation between the two values of `negIndex` is the equality of indices. No separate assumption $d\ge0$ is made, since `bound` implies it as soon as there is one coordinate.

The proof has the same three parts. `h1` is $k\le k'$ and `h2` is $N\le k+p$; each obtains its displacement from `exists_displacement` and its strict inequality from `lt_curvature`. The set `P` holds the positive modes of $A$, and `heq` states that the negative modes are exactly its complement. The determinant formula then gives invertibility.

The strict inequality in `gap` matters already in one coordinate. Take $H=(-1)$, $D=(1)$ and $d=1$. The error bound holds and $|\mu|=d$, but $H+D=(0)$ is singular and the index has fallen from 1 to 0. The condition $d\le|\mu_i|$ is thus too weak for either conclusion.

## An error bound for each matrix entry

An error estimate often comes entry by entry. Let $B$ be the approximate and $A$ the exact Hessian, both symmetric, with $E=A-B$ and $|E_{ij}|\le\varepsilon$. Using $2|x_i||x_j|\le x_i^2+x_j^2$,
$$|x\cdot Ex|\le\sum_{i,j}|x_i||E_{ij}||x_j|\le\frac{\varepsilon}{2}\sum_{i,j}(x_i^2+x_j^2)=N\varepsilon\,x\cdot x .$$
The previous result applies with $H=B$, $D=E$ and $d=N\varepsilon$. If $N\varepsilon$ is smaller than the absolute value of every eigenvalue of $B$, then $A$ is invertible and has the index of $B$.

```lean
/-- Entrywise certificate: if each entry of the symmetric approximate Hessian `B` is within `ε` of
the symmetric exact Hessian `A`, and the dimension times `ε` is below every absolute eigenvalue of
`B`, then `A` is invertible and has the index of `B`. -/
theorem index_of_entrywise_error {A B : Matrix n n ℝ} (hA : A.IsHermitian) (hB : B.IsHermitian)
    {ε : ℝ} (err : ∀ i j, |A i j - B i j| ≤ ε)
    (gap : ∀ i, Fintype.card n * ε < |hB.eigenvalues i|) :
    IsUnit A ∧ negIndex hA = negIndex hB := by
  obtain ⟨E, rfl⟩ : ∃ E, A = B + E := ⟨A - B, by abel⟩
  have hE : E.IsHermitian := by simpa using hA.sub hB
  refine index_certificate hB hE gap fun x => ?_
  calc |x ⬝ᵥ E *ᵥ x| = |∑ i, ∑ j, x i * (E i j * x j)| := by
        simp only [dotProduct, Matrix.mulVec, Finset.mul_sum]
    _ ≤ ∑ i, ∑ j, |x i * (E i j * x j)| :=
        (Finset.abs_sum_le_sum_abs _ _).trans
          (Finset.sum_le_sum fun i _ => Finset.abs_sum_le_sum_abs _ _)
    _ ≤ ∑ i, ∑ j, (ε / 2 * x i ^ 2 + ε / 2 * x j ^ 2) := by
        refine Finset.sum_le_sum fun i _ => Finset.sum_le_sum fun j _ => ?_
        have h : |E i j| ≤ ε := by simpa using err i j
        have h0 : 0 ≤ ε := (abs_nonneg _).trans h
        have h1 : |x i| * (|E i j| * |x j|) ≤ |x i| * (ε * |x j|) := by gcongr
        rw [abs_mul, abs_mul, ← sq_abs (x i), ← sq_abs (x j)]
        nlinarith [mul_nonneg h0 (sq_nonneg (|x i| - |x j|))]
    _ = Fintype.card n * ε * (x ⬝ᵥ x) := by
        simp only [Finset.sum_add_distrib, Finset.sum_const, ← Finset.mul_sum,
          Finset.card_univ, nsmul_eq_mul, dotProduct, ← sq]
        ring

end

end HessianIndexCertificate
```

The `calc` block follows this chain of inequalities: the triangle inequality for the double sum, the estimate for each pair $i,j$, and the final summation. The only eigenvalues to be inspected are those of the approximate matrix.

## From the matrix to the molecule

The theorems concern two symmetric matrices. That the exact one is the second-derivative matrix of an energy surface at a point of zero gradient has to be established separately; no gradient occurs in the statements. Both matrices must also refer to the same geometry and coordinates, or the difference must be included in the error bound.

The Cartesian Hessian of a free molecule at a stationary point has zero eigenvalues from translations and rotations. It is singular, so the certificate cannot apply to it directly. One remedy is to reduce both matrices to the same smaller set of coordinates without these motions. Projecting the motions out while keeping all Cartesian coordinates is not enough, because the zero eigenvalues remain. The bounds $d$ and $\varepsilon$ are inputs: they stand for the combined effect of finite differences, incomplete convergence or a cheaper electronic-structure method, and their reliability is that of the error analysis behind them.

```lean
#print axioms HessianIndexCertificate.index_of_entrywise_error
-- 'HessianIndexCertificate.index_of_entrywise_error' depends on axioms: [propext, Classical.choice, Quot.sound]
```
